# Four electron spins have exactly two independent SU(2)-invariant tensors

Take two electrons, with spin index $0$ for up and $1$ for down, and a tensor $T_{ab}$ of complex amplitudes. A spin rotation $U$ sends it to $\sum_{a'b'}U_{aa'}U_{bb'}T_{a'b'}$. Suppose that every $U$ in SU(2) leaves $T$ unchanged. The matrix $\mathrm{diag}(z,z^{-1})$ multiplies $T_{00}$ by $z^2$ and $T_{11}$ by $z^{-2}$, so both vanish if $z^2\neq1$. The rotation with rows $(c,-s)$ and $(s,c)$ then turns the $00$ component into $-cs(T_{01}+T_{10})$, which must equal $T_{00}=0$. If $cs\neq0$, then $T_{10}=-T_{01}$, and $T$ is a multiple of the antisymmetric symbol $e$, with $e_{01}=1$, $e_{10}=-1$ and $e_{00}=e_{11}=0$. This is the two-electron singlet, $e/\sqrt2$ when normalised.

For four electrons two matrices of the same form, under stricter conditions on their entries, leave two free numbers. The invariant tensors have basis $e_{ab}e_{cd}$ and $e_{ad}e_{bc}$, and the third pairing, $e_{ac}e_{bd}$, is their sum. What happens when a condition is relaxed is argued below by hand, without a theorem in the file.

## The same rotation acts on every spin

Invariance means that turning all four spins together changes nothing: the total spin is zero. In the file, `SpinTensor` is a complex function of four indices in `Fin 2`, `spinAct` multiplies each index by the same matrix, and `invariants` is the subspace fixed by every element of Mathlib's `specialUnitaryGroup`.

The common $U$ matters. If each spin could be turned separately, $-1$ acting on one electron alone would reverse the sign of $T$ and force $T=0$.

Only spin is described. There are no orbitals, and no exchange symmetry is imposed, since in a full wavefunction the spatial part shares in the antisymmetry.

```lean
import Mathlib

open Matrix

namespace SpinorInvariantTensors

noncomputable section

/-- The antisymmetric two-by-two symbol, with upper right entry one. -/
def eps : Matrix (Fin 2) (Fin 2) ℂ := !![0, 1; -1, 0]

/-- Spin tensors of four electrons: one two-valued spin index for each electron. -/
abbrev SpinTensor := Fin 2 → Fin 2 → Fin 2 → Fin 2 → ℂ

/-- The action of a spin matrix on all four indices of a tensor. -/
def spinAct (U : Matrix (Fin 2) (Fin 2) ℂ) (T : SpinTensor) : SpinTensor :=
  fun a b c d => ∑ a', ∑ b', ∑ c', ∑ d',
    U a a' * U b b' * U c c' * U d d' * T a' b' c' d'

/-- The space of four-electron spin tensors fixed by every element of SU(2). -/
def invariants : Submodule ℂ SpinTensor where
  carrier := {T | ∀ U ∈ Matrix.specialUnitaryGroup (Fin 2) ℂ, spinAct U T = T}
  zero_mem' := by
    intro U _
    funext a b c d
    simp [spinAct]
  add_mem' := by
    intro S T hS hT U hU
    have h : spinAct U (S + T) = spinAct U S + spinAct U T := by
      funext a b c d
      simp only [spinAct, Fin.sum_univ_two, Pi.add_apply]
      ring
    rw [h, hS U hU, hT U hU]
  smul_mem' := by
    intro r T hT U hU
    have h : spinAct U (r • T) = r • spinAct U T := by
      funext a b c d
      simp only [spinAct, Fin.sum_univ_two, Pi.smul_apply, smul_eq_mul]
      ring
    rw [h, hT U hU]
```

The three ways of pairing four electrons into singlets are named after their index patterns.

```lean
/-- The pairing of electrons (1,2) and (3,4): the tensor e_ab e_cd. -/
def pairABCD : SpinTensor := fun a b c d => eps a b * eps c d

/-- The pairing of electrons (1,4) and (2,3): the tensor e_ad e_bc. -/
def pairADBC : SpinTensor := fun a b c d => eps a d * eps b c

/-- The pairing of electrons (1,3) and (2,4): the tensor e_ac e_bd. -/
def pairACBD : SpinTensor := fun a b c d => eps a c * eps b d
```

## Determinant one removes the overall phase

For any $2\times2$ matrix $U$,
$$\sum_{a'b'}U_{aa'}U_{bb'}e_{a'b'}=U_{a0}U_{b1}-U_{a1}U_{b0}=\det(U)\,e_{ab}.$$
The middle expression vanishes for $a=b$, is $\det U$ for $(a,b)=(0,1)$, and changes sign when $a$ and $b$ are exchanged. A product of two symbols therefore acquires $\det(U)^2$, which is $1$ in SU(2).

Without this condition no nonzero tensor would be invariant: the phase matrix $e^{i\varphi}1$ multiplies every four-index tensor by $e^{4i\varphi}$, so only $T=0$ is fixed by all of U(2). As physical states the singlets would still be unchanged, since they gain only a global phase.

In `spinAct_pairings`, the step `key` is the displayed identity. Each `calc` block factors the fourfold sum into two such differences and applies `key` twice.

```lean
/-- The four entries of the antisymmetric symbol. -/
theorem eps_entries : eps 0 0 = 0 ∧ eps 0 1 = 1 ∧ eps 1 0 = -1 ∧ eps 1 1 = 0 := by
  simp [eps]

/-- Any two-by-two matrix acting on all indices multiplies both pairings by the square
of its determinant. -/
theorem spinAct_pairings (U : Matrix (Fin 2) (Fin 2) ℂ) :
    spinAct U pairABCD = U.det ^ 2 • pairABCD ∧
    spinAct U pairADBC = U.det ^ 2 • pairADBC := by
  -- one antisymmetric pair picks up one determinant
  have key : ∀ a b, U a 0 * U b 1 - U a 1 * U b 0 = U.det * eps a b := by
    intro a b
    fin_cases a <;> fin_cases b <;> simp [eps, Matrix.det_fin_two] <;> ring
  constructor
  · funext a b c d
    calc spinAct U pairABCD a b c d
        = (U a 0 * U b 1 - U a 1 * U b 0) * (U c 0 * U d 1 - U c 1 * U d 0) := by
          simp only [spinAct, pairABCD, Fin.sum_univ_two, eps_entries]
          ring
      _ = U.det ^ 2 * (eps a b * eps c d) := by rw [key, key]; ring
  · funext a b c d
    calc spinAct U pairADBC a b c d
        = (U a 0 * U d 1 - U a 1 * U d 0) * (U b 0 * U c 1 - U b 1 * U c 0) := by
          simp only [spinAct, pairADBC, Fin.sum_univ_two, eps_entries]
          ring
      _ = U.det ^ 2 * (eps a d * eps b c) := by rw [key, key]; ring
```

## A phase and a rotation, both generic

The converse needs only two matrices, each with a condition on its entries.

**The phase.** Let $D=\mathrm{diag}(z,w)$ with $zw=1$ and $z^4\neq1$. For $|z|=1$ this is a rotation about the quantisation axis. A component with $n_0$ indices $0$ and $n_1$ indices $1$ is multiplied by $z^{n_0-n_1}$, that is, by $z^{\pm4}$, $z^{\pm2}$ or $1$. Since $z^4\neq1$ also gives $z^2\neq1$, the ten components without two up and two down spins vanish.

If $z^4=1$, the conclusion fails: $\delta_{ab}\delta_{cd}$ is then fixed by $D$ and by every real rotation, yet its $0000$ component is $1$, which no combination of the pairings can produce.

The same phase argument settles three electrons. Their components are multiplied by $z^{\pm3}$ or $z^{\pm1}$, so a generic phase removes all of them and there is no singlet.

**The rotation.** Let $R$ have rows $(c,-s)$ and $(s,c)$. For real $c,s$ with $c^2+s^2=1$ this is a rotation, but the argument does not use that condition. Put
$$A=T_{0011}+T_{0101}+T_{1001},\qquad B=T_{1100}+T_{1010}+T_{0110}.$$
The $0001$ and $1110$ components of the rotated tensor must equal the vanishing components of $T$:
$$cs(s^2B-c^2A)=0,\qquad cs(c^2B-s^2A)=0.$$
Eliminating one unknown gives $cs(c^4-s^4)A=0$ and $cs(c^4-s^4)B=0$, so $A=B=0$ when $cs(c^4-s^4)\neq0$. The component pairs $0010,1101$ and $0100,1011$ give in the same way
$$T_{0011}+T_{0110}+T_{1010}=0,\quad T_{1100}+T_{1001}+T_{0101}=0,\quad T_{0101}+T_{0110}+T_{1100}=0.$$
Subtracting $A=0$ from the second of these gives $T_{1100}=T_{0011}$. The first and third then give $T_{1010}=T_{0101}=-T_{0011}-T_{0110}$, and $A=0$ gives $T_{1001}=T_{0110}$. Comparing components,
$$T_{abcd}=-T_{0110}\,e_{ab}e_{cd}+T_{0011}\,e_{ad}e_{bc}.$$

For $c=\cos\theta$ and $s=\sin\theta$ the condition says $\sin4\theta\neq0$; the spin itself turns through $2\theta$. At $s=0$ the rotation acts trivially and all six balanced components stay free. At $c^2=s^2\neq0$ the two equations coincide and give only $A=B$; the $0000$ component would then supply the missing $A+B=0$.

In the proof, `top`, `up`, `down` and `bot` treat the four nontrivial phases, and `v` collects the ten zeros. The step `solve` is the elimination of $A$ and $B$, applied three times, and `p1` to `p4` are the relations among the balanced components. A check of all sixteen components finishes the argument.

```lean
/-- A tensor fixed by diag(z, w) and by the matrix with rows (c, -s) and (s, c), generic in the
stated sense, is a combination of the two pairings, with coefficients read off from two components.
-/
theorem eq_pairings_of_two_fixed (T : SpinTensor) (z w c s : ℂ)
    (hzw : z * w = 1) (hz : z ^ 4 ≠ 1) (hcs : c * s * (c ^ 4 - s ^ 4) ≠ 0)
    (hD : spinAct !![z, 0; 0, w] T = T) (hR : spinAct !![c, -s; s, c] T = T) :
    T = (-T 0 1 1 0) • pairABCD + T 0 0 1 1 • pairADBC := by
  have hd : ∀ i j k l, spinAct !![z, 0; 0, w] T i j k l = T i j k l :=
    fun i j k l => by rw [hD]
  have hr : ∀ i j k l, spinAct !![c, -s; s, c] T i j k l = T i j k l :=
    fun i j k l => by rw [hR]
  have d00 : !![z, 0; 0, w] 0 0 = z := rfl
  have d01 : !![z, 0; 0, w] 0 1 = 0 := rfl
  have d10 : !![z, 0; 0, w] 1 0 = 0 := rfl
  have d11 : !![z, 0; 0, w] 1 1 = w := rfl
  have r00 : !![c, -s; s, c] 0 0 = c := rfl
  have r01 : !![c, -s; s, c] 0 1 = -s := rfl
  have r10 : !![c, -s; s, c] 1 0 = s := rfl
  have r11 : !![c, -s; s, c] 1 1 = c := rfl
  have z4 : z ^ 4 - 1 ≠ 0 := sub_ne_zero.mpr hz
  have z2 : z ^ 2 - 1 ≠ 0 := fun h => z4 (by linear_combination (z ^ 2 + 1) * h)
  -- the phases of unbalanced components differ from one
  have top : ∀ x, z * z * z * z * x = x → x = 0 := fun x h =>
    (mul_eq_zero.mp (show (z ^ 4 - 1) * x = 0 by linear_combination h)).resolve_left z4
  have up : ∀ x, z * z * z * w * x = x → x = 0 := fun x h =>
    (mul_eq_zero.mp (show (z ^ 2 - 1) * x = 0 by
      linear_combination h - z ^ 2 * x * hzw)).resolve_left z2
  have down : ∀ x, z * w * w * w * x = x → x = 0 := fun x h =>
    (mul_eq_zero.mp (show (z ^ 2 - 1) * x = 0 by
      linear_combination -z ^ 2 * h + x * ((z * w) ^ 2 + z * w + 1) * hzw)).resolve_left z2
  have bot : ∀ x, w * w * w * w * x = x → x = 0 := fun x h =>
    (mul_eq_zero.mp (show (z ^ 4 - 1) * x = 0 by
      linear_combination -z ^ 4 * h
        + x * ((z * w) ^ 3 + (z * w) ^ 2 + z * w + 1) * hzw)).resolve_left z4
  have v : T 0 0 0 0 = 0 ∧ T 0 0 0 1 = 0 ∧ T 0 0 1 0 = 0 ∧ T 0 1 0 0 = 0 ∧ T 1 0 0 0 = 0 ∧
      T 1 1 1 0 = 0 ∧ T 1 1 0 1 = 0 ∧ T 1 0 1 1 = 0 ∧ T 0 1 1 1 = 0 ∧ T 1 1 1 1 = 0 := by
    refine ⟨top _ (Eq.trans ?_ (hd 0 0 0 0)), up _ (Eq.trans ?_ (hd 0 0 0 1)),
      up _ (Eq.trans ?_ (hd 0 0 1 0)), up _ (Eq.trans ?_ (hd 0 1 0 0)),
      up _ (Eq.trans ?_ (hd 1 0 0 0)), down _ (Eq.trans ?_ (hd 1 1 1 0)),
      down _ (Eq.trans ?_ (hd 1 1 0 1)), down _ (Eq.trans ?_ (hd 1 0 1 1)),
      down _ (Eq.trans ?_ (hd 0 1 1 1)), bot _ (Eq.trans ?_ (hd 1 1 1 1))⟩ <;>
    (simp only [spinAct, Fin.sum_univ_two, d00, d01, d10, d11]; ring)
  -- the rotation gives sum rules for the six balanced components
  have solve : ∀ A B, c * s * (s ^ 2 * B - c ^ 2 * A) = 0 →
      c * s * (c ^ 2 * B - s ^ 2 * A) = 0 → A = 0 ∧ B = 0 := fun A B h1 h2 =>
    ⟨(mul_eq_zero.mp (show c * s * (c ^ 4 - s ^ 4) * A = 0 by
        linear_combination -c ^ 2 * h1 + s ^ 2 * h2)).resolve_left hcs,
      (mul_eq_zero.mp (show c * s * (c ^ 4 - s ^ 4) * B = 0 by
        linear_combination c ^ 2 * h2 - s ^ 2 * h1)).resolve_left hcs⟩
  have e1 := hr 0 0 0 1
  have e2 := hr 1 1 1 0
  have e3 := hr 0 0 1 0
  have e4 := hr 1 1 0 1
  have e5 := hr 0 1 0 0
  have e6 := hr 1 0 1 1
  simp only [spinAct, Fin.sum_univ_two, r00, r01, r10, r11, v] at e1 e2 e3 e4 e5 e6
  obtain ⟨a1, b1⟩ := solve (T 0 0 1 1 + T 0 1 0 1 + T 1 0 0 1)
    (T 1 1 0 0 + T 1 0 1 0 + T 0 1 1 0) (by linear_combination e1) (by linear_combination e2)
  obtain ⟨a2, b2⟩ := solve (T 0 0 1 1 + T 0 1 1 0 + T 1 0 1 0)
    (T 1 1 0 0 + T 1 0 0 1 + T 0 1 0 1) (by linear_combination e3) (by linear_combination e4)
  obtain ⟨a3, b3⟩ := solve (T 0 1 0 1 + T 0 1 1 0 + T 1 1 0 0)
    (T 1 0 1 0 + T 1 0 0 1 + T 0 0 1 1) (by linear_combination e5) (by linear_combination e6)
  have p1 : T 1 1 0 0 = T 0 0 1 1 := by linear_combination b2 - a1
  have p2 : T 1 0 1 0 = -T 0 0 1 1 - T 0 1 1 0 := by linear_combination a2
  have p3 : T 0 1 0 1 = -T 0 0 1 1 - T 0 1 1 0 := by linear_combination a3 - p1
  have p4 : T 1 0 0 1 = T 0 1 1 0 := by linear_combination a1 - p3
  funext i j k l
  fin_cases i <;> fin_cases j <;> fin_cases k <;> fin_cases l <;>
    simp [pairABCD, pairADBC, eps_entries, v, p1, p2, p3, p4] <;> ring
```

## Both matrices must be available in SU(2)

Unitarity preserves the norm of a spin state. Here it limits which matrices may be used as tests, so the proof supplies two explicit members of the group. The choices are $z=(3+4i)/5$, $w=\bar z$ and $(c,s)=(3/5,4/5)$. They satisfy the conditions, since $z^4=(-527-336i)/625\neq1$ and $cs(c^4-s^4)\neq0$. The lemma `mem_SU2` confirms membership from $|a|^2+|b|^2=1$.

Dropping unitarity while keeping determinant one changes nothing: the larger group still fixes both pairings, and it contains the two test matrices.

```lean
/-- Two complex numbers a, b with |a|² + |b|² = 1 define an element of SU(2). -/
theorem mem_SU2 (a b : ℂ) (h : a * star a + b * star b = 1) :
    !![a, -star b; b, star a] ∈ Matrix.specialUnitaryGroup (Fin 2) ℂ := by
  rw [Matrix.mem_specialUnitaryGroup_iff, Matrix.mem_unitaryGroup_iff]
  constructor
  · have hs : star !![a, -star b; b, star a] = !![star a, star b; -b, a] := by
      ext i j
      fin_cases i <;> fin_cases j <;> simp [Matrix.star_apply]
    have h1 : a * star a + -star b * -b = 1 := by linear_combination h
    have h2 : a * star b + -star b * a = 0 := by ring
    have h3 : b * star a + star a * -b = 0 := by ring
    have h4 : b * star b + star a * a = 1 := by linear_combination h
    rw [hs, Matrix.mul_fin_two, h1, h2, h3, h4, Matrix.one_fin_two]
  · rw [Matrix.det_fin_two_of]
    linear_combination h
```

The main theorem carries no hypotheses of its own, because the conditions sit in the definition of `invariants`. It states linear independence, equality of `invariants` with the span of the two pairings, and the sum rule.

For independence, suppose $x\,e_{ab}e_{cd}+y\,e_{ad}e_{bc}=0$. The $0110$ component gives $-x=0$ and the $0011$ component gives $y=0$; these are `h1` and `h2`. One inclusion of the span equality applies the two-matrix lemma, and the other uses the determinant rule.

For the sum rule, $e_{ac}e_{bd}$ is invariant by the determinant rule, with $0110$ component $-1$ and $0011$ component $1$, so both expansion coefficients are $1$. Lean compares the sixteen components directly.

```lean
/-- The tensors e_ab e_cd and e_ad e_bc are linearly independent and span the SU(2)-invariant
four-electron spin tensors, and e_ac e_bd is their sum. -/
theorem invariants_basis :
    LinearIndependent ℂ ![pairABCD, pairADBC] ∧
    invariants = Submodule.span ℂ {pairABCD, pairADBC} ∧
    pairACBD = pairABCD + pairADBC := by
  refine ⟨?_, le_antisymm ?_ ?_, ?_⟩
  · rw [LinearIndependent.pair_iff]
    intro x y h
    have h1 := congrFun (congrFun (congrFun (congrFun h 0) 1) 1) 0
    have h2 := congrFun (congrFun (congrFun (congrFun h 0) 0) 1) 1
    simp [pairABCD, pairADBC, eps_entries] at h1 h2
    exact ⟨h1, h2⟩
  · intro T hT
    -- two explicit elements of SU(2) already force the form of T
    have hs : star ((3 + 4 * Complex.I) / 5) = (3 - 4 * Complex.I) / 5 := by
      apply Complex.ext <;> norm_num
    have hz : (3 + 4 * Complex.I) / 5 * star ((3 + 4 * Complex.I) / 5) = 1 := by
      rw [hs]
      linear_combination (-16 / 25) * Complex.I_sq
    have hz4 : ((3 + 4 * Complex.I) / 5) ^ 4 ≠ 1 := by
      have e : ((3 + 4 * Complex.I) / 5) ^ 4 = (-527 - 336 * Complex.I) / 625 := by
        linear_combination
          (256 * Complex.I ^ 2 + 768 * Complex.I + 608) / 625 * Complex.I_sq
      rw [e]
      intro h
      have := congrArg Complex.im h
      norm_num at this
    have hD := mem_SU2 ((3 + 4 * Complex.I) / 5) 0 (by rw [zero_mul, add_zero]; exact hz)
    rw [star_zero, neg_zero] at hD
    have s3 : star (3 / 5 : ℂ) = 3 / 5 := by simp
    have s4 : star (4 / 5 : ℂ) = 4 / 5 := by simp
    have hR := mem_SU2 (3 / 5) (4 / 5) (by rw [s3, s4]; norm_num)
    rw [s3, s4] at hR
    have h := eq_pairings_of_two_fixed T _ _ (3 / 5) (4 / 5) hz hz4 (by norm_num)
      (hT _ hD) (hT _ hR)
    exact Submodule.mem_span_pair.mpr ⟨_, _, h.symm⟩
  · rw [Submodule.span_le]
    rintro T (rfl | rfl)
    · show ∀ U ∈ Matrix.specialUnitaryGroup (Fin 2) ℂ, spinAct U pairABCD = pairABCD
      intro U hU
      rw [(spinAct_pairings U).1, (Matrix.mem_specialUnitaryGroup_iff.mp hU).2, one_pow,
        one_smul]
    · show ∀ U ∈ Matrix.specialUnitaryGroup (Fin 2) ℂ, spinAct U pairADBC = pairADBC
      intro U hU
      rw [(spinAct_pairings U).2, (Matrix.mem_specialUnitaryGroup_iff.mp hU).2, one_pow,
        one_smul]
  · funext i j k l
    fin_cases i <;> fin_cases j <;> fin_cases k <;> fin_cases l <;>
      simp [pairABCD, pairADBC, pairACBD, eps_entries]
```

The dimension follows by counting the basis.

```lean
/-- The space of four-electron spin singlets has dimension two. -/
theorem finrank_invariants : Module.finrank ℂ invariants = 2 := by
  have hr : ({pairABCD, pairADBC} : Set SpinTensor) = Set.range ![pairABCD, pairADBC] := by
    simp [Matrix.range_cons, Matrix.range_empty]
    exact Set.pair_comm _ _
  rw [invariants_basis.2.1, hr, finrank_span_eq_card invariants_basis.1]
  simp
```

## The two pairings are not orthogonal

The overlap is $\sum_{abcd}\overline{S_{abcd}}\,T_{abcd}$. Each pairing has four nonzero components, all $\pm1$, so its squared norm is $4$. The two pairings are both nonzero only at $0101$ and $1010$. At each of these $e_{ab}e_{cd}$ is $1$ and $e_{ad}e_{bc}$ is $-1$, so their overlap is $-2$. The normalised states are the pairings divided by $2$, with overlap $-1/2$.

In a valence-bond treatment of four singly occupied orbitals coupled to a singlet, two pairings suffice for the spin part, because the space of singlets has dimension two. Their nonzero overlap means that a calculation using them as its spin basis works with a non-orthogonal basis.

```lean
/-- The Hermitian overlap of two four-electron spin tensors. -/
def overlap (S T : SpinTensor) : ℂ :=
  ∑ a, ∑ b, ∑ c, ∑ d, star (S a b c d) * T a b c d
```

The proof of `pairing_overlaps` expands the finite sums and evaluates them.

```lean
/-- Each of the two pairings has squared norm four, and their mutual overlap is minus two. -/
theorem pairing_overlaps :
    overlap pairABCD pairABCD = 4 ∧ overlap pairADBC pairADBC = 4 ∧
    overlap pairABCD pairADBC = -2 := by
  refine ⟨?_, ?_, ?_⟩ <;>
    norm_num [overlap, pairABCD, pairADBC, Fin.sum_univ_two, eps_entries]

end

end SpinorInvariantTensors
```

```lean
#print axioms SpinorInvariantTensors.invariants_basis
-- 'SpinorInvariantTensors.invariants_basis' depends on axioms: [propext, Classical.choice, Quot.sound]
#print axioms SpinorInvariantTensors.finrank_invariants
-- 'SpinorInvariantTensors.finrank_invariants' depends on axioms: [propext, Classical.choice, Quot.sound]
#print axioms SpinorInvariantTensors.pairing_overlaps
-- 'SpinorInvariantTensors.pairing_overlaps' depends on axioms: [propext, Classical.choice, Quot.sound]
```
